# The half-angle phase exp(it/2): its conjugate p(−t) is its inverse, and its square is cos t + i sin t

For a real angle t, `phase t` is the complex number p(t) = exp(i t / 2), a phase factor at half the angle. The theorem `phase_facts` states three identities for every real t: conj p(t) = p(−t), p(−t) p(t) = 1, and p(t)² = cos t + i sin t. The first two together give p(t) unit modulus, and the statement concerns scalars only, with the matrix notations `M2` and `SU2` unused. The attempt reduces each identity to one about exponents. For the first, it moves the conjugation inside the exponential with `Complex.exp_conj`, strips the exponential with `congr 1`, and tries to prove conj(i t / 2) = i(−t)/2 by comparing real and imaginary parts with `simp` and `ring`.

This version doesn't compile in Lean 4 with Mathlib:

```lean
import Mathlib

open Matrix Complex ComplexConjugate

namespace SpinorLift

noncomputable section

local notation "M2" => Matrix (Fin 2) (Fin 2) ℂ

local notation "SU2" => Matrix.specialUnitaryGroup (Fin 2) ℂ

/-- The half-angle phase p(t) = exp(i t / 2). -/
def phase (t : ℝ) : ℂ := Complex.exp (I * t / 2)

/-- The conjugate of p(t) is p(-t), p(-t) p(t) = 1, and p(t)² = cos t + i sin t. -/
theorem phase_facts (t : ℝ) : conj (phase t) = phase (-t) ∧ phase (-t) * phase t = 1 ∧
    phase t * phase t = (Real.cos t : ℂ) + I * (Real.sin t : ℂ) := by
  unfold phase
  refine ⟨?_, ?_, ?_⟩
  · rw [← Complex.exp_conj]
    congr 1
    apply Complex.ext <;> simp <;> ring
  · have h : I * ((-t : ℝ) : ℂ) / 2 + I * t / 2 = 0 := by push_cast; ring
    rw [← Complex.exp_add, h, Complex.exp_zero]
  · have h : I * (t : ℂ) / 2 + I * t / 2 = t * I := by ring
    rw [← Complex.exp_add, h, Complex.exp_mul_I]
    push_cast
    ring

end

end SpinorLift
```

Lean reports:

```
Try this:
  [apply] ring_nf
  
  The `ring` tactic failed to close the goal. Use `ring_nf` to obtain a normal form.
    
  Note that `ring` works primarily in *commutative* rings. If you have a noncommutative ring, abelian group or module, consider using `noncomm_ring`, `abel` or `module` instead.
Try this:
  [apply] ring_nf
  
  The `ring` tactic failed to close the goal. Use `ring_nf` to obtain a normal form.
    
  Note that `ring` works primarily in *commutative* rings. If you have a noncommutative ring, abelian group or module, consider using `noncomm_ring`, `abel` or `module` instead.
Main.lean:21:2: error: unsolved goals
case refine_1.a
t : ℝ
⊢ (-(I * ↑t * ((starRingEnd ℂ) 2)⁻¹)).re = 0

case refine_1.a
t : ℝ
⊢ (-(I * ↑t * ((starRingEnd ℂ) 2)⁻¹)).im = t * (-1 / 2)
```

Cause. `Complex.ext` produces two goals, one for `.re` and one for `.im`. In both, `simp` pushed the conjugation through the quotient and product and evaluated it on `I` and `↑t`, but left `(starRingEnd ℂ) 2` unevaluated, and the left sides stayed as `.re` and `.im` of a complex expression. `ring` cannot equate such a projection with `0` or `t * (-1 / 2)`, and it does not know that the conjugate of 2 is 2. It failed once per goal, giving the two "Try this: `ring_nf`" notes, and left normalised goals, reported as unsolved at the bullet on line 21.

The repair drops the split and stays in ℂ. `map_div₀` and `map_mul` distribute the conjugation over the quotient and product, `Complex.conj_I` gives `-I`, and `Complex.conj_ofReal` gives `↑t`. `map_ofNat` then rewrites the conjugate of `2` to `2`, removing the stuck term. The goal becomes `-I * ↑t / 2 = I * ↑(-t) / 2`. `push_cast` turns `↑(-t)` into `-↑t`, so both sides share the atoms `I` and `↑t`, and `ring` closes the identity.

Fix (accepted with no message):

```diff
@@ -21,5 +21,7 @@
   · rw [← Complex.exp_conj]
     congr 1
-    apply Complex.ext <;> simp <;> ring
+    rw [map_div₀, map_mul, Complex.conj_I, Complex.conj_ofReal, map_ofNat]
+    push_cast
+    ring
   · have h : I * ((-t : ℝ) : ℂ) / 2 + I * t / 2 = 0 := by push_cast; ring
     rw [← Complex.exp_add, h, Complex.exp_zero]
```
